# Damped response with a real symmetric matrix as a symmetric indefinite real system

One way to compute a damped absorption spectrum is to solve a linear equation at each frequency $\omega$. For the resonant part, with $\hbar=1$, it reads

$$(H-E_0-\omega-i\gamma)\,x=b,$$

where $H$ is the Hamiltonian matrix, $E_0$ the ground-state energy, $b$ the perturbation applied to the ground state, and $\gamma>0$ a broadening. The broadening stands for the finite lifetime of the excited states; it is put in by hand and is the same for all of them. A program that stores only real vectors can rewrite this equation as a real system and solve that iteratively; which solver is suitable depends on the real matrix. For a real $H$ in a finite orthonormal basis and a real $b$, the rewriting below gives a symmetric matrix that is never positive definite. This is the setting of the minimal-residual method MINRES, whereas conjugate gradients lose their usual guarantee.

Write $A=H-E_0-\omega$, a real symmetric matrix, and $h=-\gamma$. The sign of $h$ plays no role in what follows.

## From the complex equation to the block matrix

Put $x=u+iv$ with real vectors $u$ and $v$. Then

$$(A+ih)(u+iv)=(Au-hv)+i(Av+hu).$$

For real $b$ this equals $b$ exactly when $Au-hv=b$ and $Av+hu=0$. Changing the sign of the second equation gives

$$M\begin{pmatrix}u\\v\end{pmatrix}=\begin{pmatrix}b\\0\end{pmatrix},\qquad M=\begin{pmatrix}A&-h\\-h&-A\end{pmatrix}.$$

The change of sign makes the off-diagonal blocks equal, so $M$ is symmetric whenever $A$ is.

## The damping bounds the norm of $Mw$ from below

Expanding the squared norm of $M(u,v)$ gives

$$\|Au-hv\|^2+\|hu+Av\|^2=\|Au\|^2+\|Av\|^2+h^2(\|u\|^2+\|v\|^2)-2h\,(Au)\cdot v+2h\,u\cdot(Av).$$

The last two terms cancel because $A$ is symmetric. Dropping $\|Au\|^2+\|Av\|^2\ge0$ leaves $\|Mw\|\ge|h|\,\|w\|$ for every $w=(u,v)$. For $h\neq0$ the system therefore has a unique solution, even when $\omega$ hits an excitation energy and $A$ is singular.

If also $\|Ax\|\le L\|x\|$ for all $x$, the same identity gives $\|Mw\|^2\le(L^2+h^2)\|w\|^2$.

## The quadratic form takes both signs

Multiplying out,

$$w\cdot Mw=u\cdot Au-v\cdot Av-2h\,u\cdot v.$$

Take any $e\neq0$. For $w=(e,e)$ the terms with $A$ cancel and the value is $-2h\|e\|^2$; for $w=(e,-e)$ it is $+2h\|e\|^2$. Divided by $\|w\|^2=2\|e\|^2$, these are $-h$ and $+h$. Both signs occur for every $h\ne0$, whatever $A$ is.

## Two minimal-residual steps

Let $f$ be the right-hand side, $w_0$ the starting vector and $r=f-Mw_0$ its residual. The first two steps of MINRES minimise the norm of the residual over the vectors $w_0+\alpha r+\beta Mr$. Try $\alpha=0$ and $\beta=c$, with $c=1/(L^2+h^2)$. The trial residual is $r-cM^2r$, and symmetry of $M$ gives $r\cdot M^2r=\|Mr\|^2$. Hence

$$\begin{aligned}\|r-cM^2r\|^2&=\|r\|^2-2c\|Mr\|^2+c^2\|M^2r\|^2\\&\le\|r\|^2-c\|Mr\|^2\\&\le(1-ch^2)\|r\|^2=\frac{L^2}{L^2+h^2}\|r\|^2.\end{aligned}$$

The first inequality is the upper bound applied to $Mr$, the second the lower bound applied to $r$. The minimiser does at least as well as this trial vector. When $|h|$ is much smaller than $L$ the factor is close to 1, so the bound promises little for narrow lines.

## Without symmetry, $M$ can be singular

Take $h=1$ and

$$A=\begin{pmatrix}0&1\\-1&0\end{pmatrix},\qquad u=\begin{pmatrix}1\\0\end{pmatrix},\qquad v=\begin{pmatrix}0\\-1\end{pmatrix}.$$

Then $Au=v$ and $Av=-u$, so $z=(u,v)$ satisfies $Mz=0$ although $\|z\|=\sqrt2$. The lower bound fails. The two-step bound fails too: with $f=z$ and $w_0=0$, no combination of $r=z$ and $Mr=0$ reduces the residual, while $L=1$ would promise a factor of $1/2$ for its squared norm. Since this $A$ is normal, normality is not enough to replace symmetry.

## The matrices and the norm in Lean

The finite type `n` labels the basis functions.

```lean
import Mathlib

open Matrix

namespace DampedResponseBlock

noncomputable section

variable {n : Type*} [Fintype n] [DecidableEq n]
```

The complex matrix is the entrywise cast of `A` plus $ih$ times the identity. The identity here fixes an orthonormal basis and a uniform damping. Response equations that couple excitations and de-excitations carry a different metric and, as they stand, do not have this form.

```lean
/-- The complex matrix `A + i h` of the damped response equation. -/
def dampedMatrix (A : Matrix n n ℝ) (h : ℝ) : Matrix n n ℂ :=
  A.map (fun x : ℝ => (x : ℂ)) + (Complex.I * (h : ℂ)) • (1 : Matrix n n ℂ)
```

The rows and columns of $M$ are labelled by `n ⊕ n`, two copies of the basis. A stacked vector $(u,v)$ is written `Sum.elim u v`.

```lean
/-- The real block matrix `M = [[A, -h], [-h, -A]]`. -/
def blockMatrix (A : Matrix n n ℝ) (h : ℝ) : Matrix (n ⊕ n) (n ⊕ n) ℝ :=
  fromBlocks A (-(h • (1 : Matrix n n ℝ))) (-(h • (1 : Matrix n n ℝ))) (-A)
```

The norm is defined through the dot product `⬝ᵥ`, because Mathlib's default norm on functions is the maximum norm.

```lean
/-- The Euclidean norm of a real vector. -/
def l2norm {m : Type*} [Fintype m] (w : m → ℝ) : ℝ := √(w ⬝ᵥ w)

/-- The squared Euclidean norm is the dot product of the vector with itself. -/
theorem l2norm_sq {m : Type*} [Fintype m] (w : m → ℝ) : l2norm w ^ 2 = w ⬝ᵥ w :=
  Real.sq_sqrt (Finset.sum_nonneg fun i _ => mul_self_nonneg (w i))
```

## Block products and the equivalence

The next three lemmas supply the algebra used by hand: the dot product of stacked vectors splits into two, a symmetric matrix can be moved across a dot product, and $M(u,v)=(Au-hv,\,-hu-Av)$.

```lean
omit [DecidableEq n] in
private lemma dot_elim (u v x y : n → ℝ) :
    Sum.elim u v ⬝ᵥ Sum.elim x y = u ⬝ᵥ x + v ⬝ᵥ y := by
  simp [dotProduct, Fintype.sum_sum_type]

private lemma symm_dot {m : Type*} [Fintype m] {B : Matrix m m ℝ} (hB : B.IsSymm)
    (x y : m → ℝ) : (B *ᵥ x) ⬝ᵥ y = x ⬝ᵥ (B *ᵥ y) := by
  rw [Matrix.dotProduct_mulVec x B y, ← Matrix.mulVec_transpose, hB.eq]

private lemma block_mulVec (A : Matrix n n ℝ) (h : ℝ) (u v : n → ℝ) :
    blockMatrix A h *ᵥ Sum.elim u v
      = Sum.elim (A *ᵥ u - h • v) (-(h • u) - A *ᵥ v) := by
  ext (i | i) <;>
    simp [blockMatrix, fromBlocks_mulVec, Matrix.smul_mulVec, Matrix.neg_mulVec] <;> ring
```

On the complex side, component `i` of $(A+ih)(u+iv)$ is the complex number with real part $(Au)_i-hv_i$ and imaginary part $(Av)_i+hu_i$. The auxiliary statement `hs` splits the matrix sum, and `Complex.I_sq` supplies $i^2=-1$ for the term $-hv_i$.

```lean
private lemma damped_apply (A : Matrix n n ℝ) (h : ℝ) (u v : n → ℝ) (i : n) :
    (dampedMatrix A h *ᵥ fun j => (u j : ℂ) + (v j : ℂ) * Complex.I) i
      = ⟨(A *ᵥ u) i - h * v i, (A *ᵥ v) i + h * u i⟩ := by
  have hs : ∑ j, (A i j : ℂ) * ((u j : ℂ) + (v j : ℂ) * Complex.I)
      = ∑ j, (A i j : ℂ) * (u j : ℂ) + (∑ j, (A i j : ℂ) * (v j : ℂ)) * Complex.I := by
    rw [Finset.sum_mul, ← Finset.sum_add_distrib]
    exact Finset.sum_congr rfl fun j _ => by ring
  rw [Complex.mk_eq_add_mul_I, dampedMatrix, Matrix.add_mulVec, Matrix.smul_mulVec,
    Matrix.one_mulVec]
  simp only [Pi.add_apply, Pi.smul_apply, smul_eq_mul, Matrix.mulVec, dotProduct,
    Matrix.map_apply]
  push_cast
  linear_combination hs + (h : ℂ) * (v i : ℂ) * Complex.I_sq
```

The equivalence holds for every real `A` and `h`, with no symmetry and no condition on the damping. That `b` is real is expressed by its type, `n → ℝ`. Each direction compares real parts with the upper block and imaginary parts with the lower one, where `linarith` handles the change of sign.

```lean
/-- For a real right-hand side `b`, the complex equation `(A + i h)(u + i v) = b` is
equivalent to the real block equation `M (u, v) = (b, 0)`. -/
theorem damped_iff_block (A : Matrix n n ℝ) (h : ℝ) (b u v : n → ℝ) :
    (dampedMatrix A h *ᵥ fun j => (u j : ℂ) + (v j : ℂ) * Complex.I) = (fun j => (b j : ℂ))
      ↔ blockMatrix A h *ᵥ Sum.elim u v = Sum.elim b 0 := by
  rw [block_mulVec]
  constructor
  · intro H
    -- real parts give the upper block, imaginary parts the lower one
    have hi := fun i => (damped_apply A h u v i).symm.trans (congrFun H i)
    ext (i | i)
    · have h1 : (A *ᵥ u) i - h * v i = b i := congrArg Complex.re (hi i)
      exact h1
    · have h2 : (A *ᵥ v) i + h * u i = 0 := congrArg Complex.im (hi i)
      change -(h * u i) - (A *ᵥ v) i = 0
      linarith
  · intro H
    funext i
    have h1 : (A *ᵥ u) i - h * v i = b i := congrFun H (Sum.inl i)
    have h2 : -(h * u i) - (A *ᵥ v) i = 0 := congrFun H (Sum.inr i)
    rw [damped_apply]
    apply Complex.ext
    · exact h1
    · change (A *ᵥ v) i + h * u i = 0
      linarith
```

## Symmetry and the norm bound

The hypothesis `A.IsSymm` says that `A` equals its transpose. Transposing block by block then gives the symmetry of $M$.

```lean
omit [Fintype n] in
/-- For symmetric `A` the block matrix `M` is symmetric. -/
theorem block_isSymm {A : Matrix n n ℝ} (hA : A.IsSymm) (h : ℝ) :
    (blockMatrix A h).IsSymm := by
  rw [Matrix.IsSymm, blockMatrix, fromBlocks_transpose]
  simp [hA.eq]
```

In the norm identity, `simp` expands the dot products, and the final `linear_combination` removes the cross terms with $-2h$ times the symmetry relation `symm_dot`.

```lean
/-- For symmetric `A`, `‖M (u, v)‖² = ‖A u‖² + ‖A v‖² + h² (‖u‖² + ‖v‖²)`. -/
theorem block_norm_identity {A : Matrix n n ℝ} (hA : A.IsSymm) (h : ℝ) (u v : n → ℝ) :
    l2norm (blockMatrix A h *ᵥ Sum.elim u v) ^ 2
      = l2norm (A *ᵥ u) ^ 2 + l2norm (A *ᵥ v) ^ 2
        + h ^ 2 * (l2norm u ^ 2 + l2norm v ^ 2) := by
  simp only [l2norm_sq]
  rw [block_mulVec, dot_elim]
  simp only [sub_dotProduct, dotProduct_sub, neg_dotProduct, dotProduct_neg,
    smul_dotProduct, dotProduct_smul, smul_eq_mul]
  rw [dotProduct_comm v (A *ᵥ u), dotProduct_comm (A *ᵥ v) u]
  -- the cross terms cancel because `A` is symmetric
  linear_combination (-2 * h) * symm_dot hA u v
```

Two small lemmas state that every vector on `n ⊕ n` is a stacked pair and that its squared norm is the sum of the two squared norms.

```lean
omit [Fintype n] [DecidableEq n] in
private lemma exists_elim (w : n ⊕ n → ℝ) : ∃ u v : n → ℝ, w = Sum.elim u v :=
  ⟨_, _, (Sum.elim_comp_inl_inr w).symm⟩

omit [DecidableEq n] in
private lemma elim_sq (u v : n → ℝ) :
    l2norm (Sum.elim u v) ^ 2 = l2norm u ^ 2 + l2norm v ^ 2 := by
  simp only [l2norm_sq, dot_elim]
```

The lower bound is proved for the squares, by discarding the two nonnegative terms with `A`. The local lemma `le_of_sq_le_sq` then passes back to the norms.

```lean
/-- For symmetric `A`, `‖M w‖ ≥ |h| ‖w‖` for every `w`. -/
theorem block_lower_bound {A : Matrix n n ℝ} (hA : A.IsSymm) (h : ℝ) (w : n ⊕ n → ℝ) :
    |h| * l2norm w ≤ l2norm (blockMatrix A h *ᵥ w) := by
  obtain ⟨u, v, rfl⟩ := exists_elim w
  refine le_of_sq_le_sq ?_ (Real.sqrt_nonneg _)
  rw [mul_pow, sq_abs, block_norm_identity hA, elim_sq]
  linarith [sq_nonneg (l2norm (A *ᵥ u)), sq_nonneg (l2norm (A *ᵥ v))]
where
  le_of_sq_le_sq {a b : ℝ} (hab : a ^ 2 ≤ b ^ 2) (hb : 0 ≤ b) : a ≤ b :=
    le_of_not_gt fun hlt => by nlinarith
```

## Indefiniteness

The formula for the quadratic form needs no symmetry either.

```lean
/-- The quadratic form of `M` is `u·Au - v·Av - 2h u·v`. -/
theorem block_quadratic_form (A : Matrix n n ℝ) (h : ℝ) (u v : n → ℝ) :
    Sum.elim u v ⬝ᵥ (blockMatrix A h *ᵥ Sum.elim u v)
      = u ⬝ᵥ (A *ᵥ u) - v ⬝ᵥ (A *ᵥ v) - 2 * h * (u ⬝ᵥ v) := by
  rw [block_mulVec, dot_elim]
  simp only [dotProduct_sub, dotProduct_neg, dotProduct_smul, smul_eq_mul]
  rw [dotProduct_comm v u]
  ring
```

The theorem on signs uses the vector of ones for $e$. The assumption `[Nonempty n]` makes $e\cdot e$ positive. The proof distinguishes the two signs of `h`, since these decide which of $(e,e)$ and $(e,-e)$ gives the negative value.

```lean
/-- For nonzero damping and at least one degree of freedom, `⟨w, M w⟩` takes both signs,
for every real matrix `A`, positive definite or not. -/
theorem block_indefinite [Nonempty n] (A : Matrix n n ℝ) {h : ℝ} (hh : h ≠ 0) :
    (∃ w, w ⬝ᵥ (blockMatrix A h *ᵥ w) < 0) ∧ (∃ w, 0 < w ⬝ᵥ (blockMatrix A h *ᵥ w)) := by
  have he : 0 < (1 : n → ℝ) ⬝ᵥ (1 : n → ℝ) :=
    Finset.sum_pos (fun i _ => by norm_num) Finset.univ_nonempty
  -- the vectors `(e, e)` and `(e, -e)` give opposite values
  have h1 := block_quadratic_form A h 1 1
  have h2 := block_quadratic_form A h 1 (-1)
  simp only [Matrix.mulVec_neg, neg_dotProduct, dotProduct_neg, neg_neg] at h2
  rcases lt_or_gt_of_ne hh with hneg | hpos
  · have := mul_neg_of_neg_of_pos hneg he
    exact ⟨⟨_, by rw [h2]; linarith⟩, ⟨_, by rw [h1]; linarith⟩⟩
  · have := mul_pos hpos he
    exact ⟨⟨_, by rw [h1]; linarith⟩, ⟨_, by rw [h2]; linarith⟩⟩
```

## The residual bound

The trial residual is estimated as above. In the proof, `upper` and `lower` are the two norm bounds. The `generalize` steps then replace $1/(L^2+h^2)$, $\|M^2r\|^2$, $\|Mr\|^2$ and $\|r\|^2$ by the letters `c`, `s`, `q` and `p`. What remains is an inequality between real numbers: `e1` and `e2` are the two bounds multiplied by $c^2$ and $c$, `e3` and `e4` use $c(L^2+h^2)=1$, and `nlinarith` combines them.

```lean
private lemma trial_residual {A : Matrix n n ℝ} (hA : A.IsSymm) {h L : ℝ} (hh : h ≠ 0)
    (hL : ∀ x, l2norm (A *ᵥ x) ≤ L * l2norm x) (r : n ⊕ n → ℝ) :
    l2norm (r - (L ^ 2 + h ^ 2)⁻¹ • (blockMatrix A h *ᵥ (blockMatrix A h *ᵥ r))) ^ 2
      ≤ L ^ 2 / (L ^ 2 + h ^ 2) * l2norm r ^ 2 := by
  have hpos : 0 < L ^ 2 + h ^ 2 := by positivity
  have hsq : ∀ x, l2norm (A *ᵥ x) ^ 2 ≤ L ^ 2 * l2norm x ^ 2 := fun x => by
    rw [← mul_pow]
    exact pow_le_pow_left₀ (Real.sqrt_nonneg _) (hL x) 2
  have upper : ∀ w, l2norm (blockMatrix A h *ᵥ w) ^ 2 ≤ (L ^ 2 + h ^ 2) * l2norm w ^ 2 := by
    intro w
    obtain ⟨u, v, rfl⟩ := exists_elim w
    rw [block_norm_identity hA, elim_sq]
    linarith [hsq u, hsq v]
  have lower : h ^ 2 * l2norm r ^ 2 ≤ l2norm (blockMatrix A h *ᵥ r) ^ 2 := by
    rw [← sq_abs h, ← mul_pow]
    exact pow_le_pow_left₀ (mul_nonneg (abs_nonneg h) (Real.sqrt_nonneg _))
      (block_lower_bound hA h r) 2
  have up := upper (blockMatrix A h *ᵥ r)
  have hs := symm_dot (block_isSymm hA h) r (blockMatrix A h *ᵥ r)
  have hc : (L ^ 2 + h ^ 2)⁻¹ * (L ^ 2 + h ^ 2) = 1 := inv_mul_cancel₀ hpos.ne'
  have hc0 : 0 ≤ (L ^ 2 + h ^ 2)⁻¹ := (inv_pos.mpr hpos).le
  rw [div_eq_mul_inv]
  generalize (L ^ 2 + h ^ 2)⁻¹ = c at hc hc0 ⊢
  simp only [l2norm_sq] at up lower ⊢
  simp only [sub_dotProduct, dotProduct_sub, smul_dotProduct, dotProduct_smul, smul_eq_mul]
  rw [dotProduct_comm (blockMatrix A h *ᵥ (blockMatrix A h *ᵥ r)) r, ← hs]
  generalize (blockMatrix A h *ᵥ (blockMatrix A h *ᵥ r)) ⬝ᵥ
    (blockMatrix A h *ᵥ (blockMatrix A h *ᵥ r)) = s at up ⊢
  generalize (blockMatrix A h *ᵥ r) ⬝ᵥ (blockMatrix A h *ᵥ r) = q at up lower ⊢
  generalize r ⬝ᵥ r = p at lower ⊢
  have e1 := mul_le_mul_of_nonneg_left up (mul_nonneg hc0 hc0)
  have e2 := mul_le_mul_of_nonneg_left lower hc0
  have e3 : c * c * ((L ^ 2 + h ^ 2) * q) = c * q := by linear_combination c * q * hc
  have e4 : p = c * (L ^ 2 + h ^ 2) * p := by linear_combination (-p) * hc
  nlinarith
```

The last theorem describes a minimal-residual iterate by what it achieves: `hmin` says that the residual of `w` is no larger than that of any trial vector. The recurrences by which MINRES finds such a vector, and their rounding errors, do not enter. The right-hand side `f` is arbitrary, so the bound also serves a complex $b=b_1+ib_2$, for which the block equation has right-hand side $(b_1,-b_2)$. The proof inserts $\alpha=0$ and $\beta=1/(L^2+h^2)$ into `hmin` and applies the preceding lemma.

```lean
/-- Let `A` be symmetric with `‖A x‖ ≤ L ‖x‖` for all `x`, and `h ≠ 0`. If the residual of `w`
is no larger than that of any vector `w₀ + α r + β M r`, where `r = f - M w₀`, then its square
is at most `L² / (L² + h²)` times the square of the residual of `w₀`. -/
theorem minres_two_step {A : Matrix n n ℝ} (hA : A.IsSymm) {h L : ℝ} (hh : h ≠ 0)
    (hL : ∀ x, l2norm (A *ᵥ x) ≤ L * l2norm x) (f w₀ w r : n ⊕ n → ℝ)
    (hr : r = f - blockMatrix A h *ᵥ w₀)
    (hmin : ∀ α β : ℝ, l2norm (f - blockMatrix A h *ᵥ w)
      ≤ l2norm (f - blockMatrix A h *ᵥ (w₀ + α • r + β • (blockMatrix A h *ᵥ r)))) :
    l2norm (f - blockMatrix A h *ᵥ w) ^ 2 ≤ L ^ 2 / (L ^ 2 + h ^ 2) * l2norm r ^ 2 := by
  have hm := hmin 0 (L ^ 2 + h ^ 2)⁻¹
  -- the trial vector with `α = 0` and `β = 1 / (L² + h²)` already meets the bound
  rw [zero_smul, add_zero, Matrix.mulVec_add, Matrix.mulVec_smul, ← sub_sub, ← hr] at hm
  exact (pow_le_pow_left₀ (Real.sqrt_nonneg _) hm 2).trans (trial_residual hA hh hL r)

end

end DampedResponseBlock
```

In the absence of rounding, MINRES meets this hypothesis with any of its iterates as `w₀` and the iterate two steps later as `w`, because the later search space contains all the trial vectors. By this argument, which is an addition to the Lean file, the squared residual after $2k$ steps is at most $\bigl(L^2/(L^2+h^2)\bigr)^k$ times its initial value.

```lean
#print axioms DampedResponseBlock.damped_iff_block
-- 'DampedResponseBlock.damped_iff_block' depends on axioms: [propext, Classical.choice, Quot.sound]
#print axioms DampedResponseBlock.block_indefinite
-- 'DampedResponseBlock.block_indefinite' depends on axioms: [propext, Classical.choice, Quot.sound]
#print axioms DampedResponseBlock.minres_two_step
-- 'DampedResponseBlock.minres_two_step' depends on axioms: [propext, Classical.choice, Quot.sound]
```
